# On a convex set of Hermitian matrices, all minimisers of a one-body energy plus a positive definite density interaction share one augmented density

After a self-consistent calculation has converged, one can restart it from a different initial density matrix and compare the two results. If both runs have reached the minimum, their augmented densities must agree, although their density matrices need not. This holds here for a finite-basis model with fixed one-body and augmentation matrices, a positive definite quadratic interaction and a convex set of admissible matrices. An exchange-correlation term is not included.

## Densities, energies and admissible matrices

The finite type `m` labels basis functions and the finite type `r` labels density components, such as grid points.

In Lean 4 with Mathlib:

```lean
import Mathlib

open Matrix

namespace AugmentedDensityUniqueness

noncomputable section

variable {m r : Type*} [Fintype m] [Fintype r]
```

A complex matrix \(\rho\) plays the part of the one-body density matrix. For each component \(i\), a matrix \(N_i\) represents the density operator in the basis, with its augmentation part included. The augmented density is the real vector

\[
n_i(\rho)=\operatorname{Re}\operatorname{tr}(N_i\rho).
\]

```lean
/-- The augmented density: component `i` is the real part of `tr (N i * ρ)`. -/
def augDensity (N : r → Matrix m m ℂ) (ρ : Matrix m m ℂ) : r → ℝ :=
  fun i => (N i * ρ).trace.re
```

With a one-body matrix \(h\) and a real interaction kernel \(K\), the energy is

\[
E(\rho)=\operatorname{Re}\operatorname{tr}(h\rho)+\tfrac12\,n(\rho)\cdot K n(\rho).
\]

The real parts make \(E\) real for every complex matrix. When \(h\), every \(N_i\) and \(\rho\) are Hermitian they change nothing, as part (a) shows.

```lean
/-- The energy: a one-body term plus half the interaction of the augmented density with
itself through the kernel `K`. -/
def energy (h : Matrix m m ℂ) (N : r → Matrix m m ℂ) (K : Matrix r r ℝ)
    (ρ : Matrix m m ℂ) : ℝ :=
  (h * ρ).trace.re + (augDensity N ρ ⬝ᵥ K *ᵥ augDensity N ρ) / 2
```

The general results concern any convex set \(C\) of Hermitian matrices. The example uses the set \(\mathcal D\) of density matrices for one electron in an orthonormal basis, which are Hermitian, have unit trace and satisfy \(\operatorname{Re}(x^\dagger\rho x)\ge 0\) for every vector \(x\).

```lean
/-- The density matrices: Hermitian, of unit trace, with non-negative expectation values. -/
def densityMatrices (m : Type*) [Fintype m] : Set (Matrix m m ℂ) :=
  {ρ | ρ.IsHermitian ∧ ρ.trace = 1 ∧ ∀ x : m → ℂ, 0 ≤ (star x ⬝ᵥ ρ *ᵥ x).re}
```

The example also needs the matrices

\[
T(a,b,c)=\begin{pmatrix}a&c\\ c&b\end{pmatrix},\qquad a,b,c\in\mathbb R .
\]

```lean
/-- The two-level Hermitian matrix with real diagonal `a`, `b` and real coherence `c`. -/
def twoLevel (a b c : ℝ) : Matrix (Fin 2) (Fin 2) ℂ :=
  !![(a : ℂ), (c : ℂ); (c : ℂ), (b : ℂ)]
```

## (a) Traces of products of Hermitian matrices

**Task.** For Hermitian \(A\) and \(B\), show that

\[
\operatorname{Im}\operatorname{tr}(AB)=0 .
\]

**Solution.** Conjugating a trace gives the trace of the adjoint, so

\[
\operatorname{tr}(AB)^*=\operatorname{tr}(B^\dagger A^\dagger)=\operatorname{tr}(BA)=\operatorname{tr}(AB).
\]

A number equal to its own conjugate is real. In the code, `key` is this chain of equalities.

```lean
/-- The trace of a product of two Hermitian matrices is real. -/
theorem trace_mul_im_eq_zero {A B : Matrix m m ℂ} (hA : A.IsHermitian)
    (hB : B.IsHermitian) : (A * B).trace.im = 0 := by
  have key : star (A * B).trace = (A * B).trace := by
    rw [← Matrix.trace_conjTranspose, Matrix.conjTranspose_mul, hA.eq, hB.eq]
    exact Matrix.trace_mul_comm B A
  exact Complex.conj_eq_iff_im.mp key
```

## (b) The energy along a segment

**Task.** Let \(\rho_t=(1-t)\rho+t\sigma\) with \(t\) real, and let \(\Delta=n(\sigma)-n(\rho)\). Show that

\[
E(\rho_t)=(1-t)E(\rho)+tE(\sigma)-\tfrac12 t(1-t)\,\Delta\cdot K\Delta .
\]

**Solution.** The trace is linear, so the one-body term interpolates linearly and \(n(\rho_t)=(1-t)u+tv\), where \(u=n(\rho)\) and \(v=n(\sigma)\). Expanding the interaction gives

\[
(1-t)^2\,u\cdot Ku+t^2\,v\cdot Kv+t(1-t)\,(u\cdot Kv+v\cdot Ku).
\]

Now subtract the interpolation \((1-t)\,u\cdot Ku+t\,v\cdot Kv\). Since \((1-t)^2-(1-t)=t^2-t=-t(1-t)\), what remains is

\[
-t(1-t)\,(u\cdot Ku+v\cdot Kv-u\cdot Kv-v\cdot Ku)=-t(1-t)\,\Delta\cdot K\Delta .
\]

Half of this is the correction. Both cross terms are kept, so \(K\) need not be symmetric. In the code, `lin` and `dens` give the linear interpolation, and `ring` collects the expanded terms.

```lean
/-- For every real `t`, the energy at `(1 - t) • ρ + t • σ` equals the linear interpolation of the
two energies minus `t * (1 - t) / 2` times the interaction of the density difference with itself. -/
theorem energy_segment (h : Matrix m m ℂ) (N : r → Matrix m m ℂ) (K : Matrix r r ℝ)
    (ρ σ : Matrix m m ℂ) (t : ℝ) :
    energy h N K ((1 - t) • ρ + t • σ) =
      (1 - t) * energy h N K ρ + t * energy h N K σ
        - t * (1 - t) / 2 * ((augDensity N σ - augDensity N ρ) ⬝ᵥ
            K *ᵥ (augDensity N σ - augDensity N ρ)) := by
  -- every trace is affine along the segment
  have lin : ∀ A : Matrix m m ℂ, (A * ((1 - t) • ρ + t • σ)).trace.re =
      (1 - t) * (A * ρ).trace.re + t * (A * σ).trace.re := by
    intro A
    rw [Matrix.mul_add, Matrix.mul_smul, Matrix.mul_smul, Matrix.trace_add,
      Matrix.trace_smul, Matrix.trace_smul, Complex.add_re, Complex.smul_re,
      Complex.smul_re, smul_eq_mul, smul_eq_mul]
  have dens : augDensity N ((1 - t) • ρ + t • σ) =
      (1 - t) • augDensity N ρ + t • augDensity N σ := by
    funext i
    exact lin (N i)
  unfold energy
  rw [dens, lin h]
  simp only [Matrix.mulVec_add, Matrix.mulVec_sub, Matrix.mulVec_smul, add_dotProduct,
    sub_dotProduct, dotProduct_add, dotProduct_sub, smul_dotProduct, dotProduct_smul,
    smul_eq_mul]
  ring
```

## (c) Growth of the energy away from a minimiser

**Task.** Let \(\rho\) minimise \(E\) on the convex set \(C\), and let \(\sigma\in C\). With \(\Delta\) as in (b), show that

\[
E(\sigma)-E(\rho)\ \ge\ \tfrac12\,\Delta\cdot K\Delta .
\]

**Solution.** Write \(D=E(\sigma)-E(\rho)\ge0\) and \(q=\Delta\cdot K\Delta\), and suppose that \(D<q/2\). Then \(q>0\), and

\[
t=\frac{q/2-D}{q}
\]

satisfies \(0<t\le 1\). By convexity \(\rho_t\in C\), and by (b)

\[
E(\rho_t)-E(\rho)=t\left(D-\tfrac12(1-t)q\right)=-\tfrac{t}{2}\left(\tfrac q2-D\right)<0 ,
\]

which contradicts the minimality of \(\rho\).

The hypothesis `IsMinOn (energy h N K) C ρ` says that no member of \(C\) has lower energy than \(\rho\); membership of \(\rho\) itself is the separate hypothesis `hρ`. The code makes the same choice of \(t\), and positivity of \(K\) is not yet used.

```lean
/-- On a convex set with minimiser `ρ`, the energy of any member `σ` is at least the minimum plus
half the interaction of the density difference with itself. -/
theorem quadratic_growth {h : Matrix m m ℂ} {N : r → Matrix m m ℂ} {K : Matrix r r ℝ}
    {C : Set (Matrix m m ℂ)} (hC : Convex ℝ C) {ρ σ : Matrix m m ℂ}
    (hρ : ρ ∈ C) (hσ : σ ∈ C) (hmin : IsMinOn (energy h N K) C ρ) :
    ((augDensity N σ - augDensity N ρ) ⬝ᵥ K *ᵥ (augDensity N σ - augDensity N ρ)) / 2
      ≤ energy h N K σ - energy h N K ρ := by
  have seg := energy_segment h N K ρ σ
  have h0 := isMinOn_iff.mp hmin σ hσ
  generalize (augDensity N σ - augDensity N ρ) ⬝ᵥ
    K *ᵥ (augDensity N σ - augDensity N ρ) = q at seg ⊢
  by_contra hcon
  have hlt := not_le.mp hcon
  have hq : 0 < q := by linarith
  -- a short step towards `σ` would lower the energy
  obtain ⟨t, ht⟩ : ∃ t : ℝ, t = (q / 2 - (energy h N K σ - energy h N K ρ)) / q := ⟨_, rfl⟩
  have htq : t * q = q / 2 - (energy h N K σ - energy h N K ρ) := by
    rw [ht, div_mul_cancel₀ _ hq.ne']
  have ht0 : 0 < t := by
    rw [ht]
    exact div_pos (by linarith) hq
  have ht1 : t ≤ 1 := by
    rw [ht, div_le_one hq]
    linarith
  have hmem : (1 - t) • ρ + t • σ ∈ C :=
    hC hρ hσ (by linarith) ht0.le (by ring)
  have hle := isMinOn_iff.mp hmin _ hmem
  rw [seg t] at hle
  have hneg : (energy h N K σ - energy h N K ρ) - (1 - t) * q / 2 < 0 := by
    linarith
  have hprod := mul_neg_of_pos_of_neg ht0 hneg
  linarith
```

## (d) Equal densities at any two minimisers

**Task.** Let every matrix in \(C\) and every \(N_i\) be Hermitian, and let \(x\cdot Kx>0\) for every real \(x\ne0\). If \(\rho\) and \(\sigma\) both minimise \(E\) on \(C\), show for every \(i\) that

\[
\operatorname{tr}(N_i\rho)=\operatorname{tr}(N_i\sigma).
\]

**Solution.** Since \(\sigma\) is a minimiser, \(E(\sigma)-E(\rho)\le0\). Part (c) then gives \(\Delta\cdot K\Delta\le0\), and positivity of \(K\) forces \(\Delta=0\). The real parts of the traces therefore agree, and by (a) the imaginary parts vanish.

The positivity condition `hK` says that every nonzero real density vector has a positive interaction energy with itself, as a localised charge distribution has in electrostatics. In a periodic cell, the Hartree kernel without its zero-wavevector term gives a uniform density no energy, so it fails `hK`. The proof needs positivity only for \(\Delta\), however, and the same argument works when all matrices in \(C\) give the same total charge, since \(\Delta\) then has no uniform part. Hermiticity of \(h\) is not required. The existence of a minimiser is assumed, and convexity of \(C\) is a real restriction: the idempotent density matrices of single Slater determinants do not in general form a convex set.

```lean
/-- Any two minimisers of the energy on a convex set of Hermitian matrices have the same
augmented density, when the interaction kernel is positive definite. -/
theorem minimisers_same_density {h : Matrix m m ℂ} {N : r → Matrix m m ℂ}
    {K : Matrix r r ℝ} {C : Set (Matrix m m ℂ)} (hC : Convex ℝ C)
    (hherm : ∀ ρ ∈ C, ρ.IsHermitian) (hN : ∀ i, (N i).IsHermitian)
    (hK : ∀ x : r → ℝ, x ≠ 0 → 0 < x ⬝ᵥ K *ᵥ x) {ρ σ : Matrix m m ℂ}
    (hρ : ρ ∈ C) (hσ : σ ∈ C) (hρmin : IsMinOn (energy h N K) C ρ)
    (hσmin : IsMinOn (energy h N K) C σ) (i : r) :
    (N i * ρ).trace = (N i * σ).trace := by
  have hn : augDensity N σ - augDensity N ρ = 0 := by
    by_contra hne
    have h1 := hK _ hne
    have h2 := quadratic_growth hC hρ hσ hρmin
    have h3 := isMinOn_iff.mp hσmin ρ hρ
    linarith
  -- the traces are real, so equal real parts suffice
  apply Complex.ext
  · exact (congrFun (sub_eq_zero.mp hn) i).symm
  · rw [trace_mul_im_eq_zero (hN i) (hherm ρ hρ), trace_mul_im_eq_zero (hN i) (hherm σ hσ)]
```

Positive definiteness could also have been stated with Mathlib's own predicate for matrices, which includes symmetry of \(K\). A non-symmetric kernel would then have to be replaced by its symmetric part before the theorem applied. The energy would stay the same, because the quadratic form depends only on that part.

## (e) All minimisers from one of them

**Task.** Keep the assumptions of (d) on \(C\), \(N_i\) and \(K\), and let \(h\) be Hermitian. Given a minimiser \(\rho\) and any \(\sigma\in C\), show that \(\sigma\) is a minimiser exactly when

\[
\operatorname{tr}(N_i\sigma)=\operatorname{tr}(N_i\rho)\ \text{ for all } i,\qquad \operatorname{tr}(h\sigma)=\operatorname{tr}(h\rho).
\]

**Solution.** If \(\sigma\) is a minimiser, (d) gives the first condition, so the interaction energies agree. The total energies agree too, since each is at most the other. Hence the one-body energies have equal real parts, and by (a) their imaginary parts are zero. Conversely, the two conditions give \(E(\sigma)=E(\rho)\), and \(E(\rho)\le E(\tau)\) for every \(\tau\in C\). The two bullets of the code after `constructor` are these two directions.

```lean
/-- Let `C` be a convex set of Hermitian matrices, let `h` and every `N i` be Hermitian, and let the
kernel `K` be positive definite. Given one minimiser `ρ` on `C`, a member `σ` of `C` is a minimiser
exactly when it has the same augmented density and the same one-body energy as `ρ`. -/
theorem minimiser_iff {h : Matrix m m ℂ} {N : r → Matrix m m ℂ}
    {K : Matrix r r ℝ} {C : Set (Matrix m m ℂ)} (hC : Convex ℝ C)
    (hherm : ∀ ρ ∈ C, ρ.IsHermitian) (hh : h.IsHermitian) (hN : ∀ i, (N i).IsHermitian)
    (hK : ∀ x : r → ℝ, x ≠ 0 → 0 < x ⬝ᵥ K *ᵥ x) {ρ σ : Matrix m m ℂ}
    (hρ : ρ ∈ C) (hσ : σ ∈ C) (hρmin : IsMinOn (energy h N K) C ρ) :
    IsMinOn (energy h N K) C σ ↔
      (∀ i, (N i * σ).trace = (N i * ρ).trace) ∧ (h * σ).trace = (h * ρ).trace := by
  constructor
  · intro hσmin
    have hn := minimisers_same_density hC hherm hN hK hσ hρ hσmin hρmin
    refine ⟨hn, Complex.ext ?_ ?_⟩
    · have hd : augDensity N σ = augDensity N ρ :=
        funext fun i => congrArg Complex.re (hn i)
      have h1 := isMinOn_iff.mp hρmin σ hσ
      have h2 := isMinOn_iff.mp hσmin ρ hρ
      unfold energy at h1 h2
      rw [hd] at h1 h2
      linarith
    · rw [trace_mul_im_eq_zero hh (hherm σ hσ), trace_mul_im_eq_zero hh (hherm ρ hρ)]
  · rintro ⟨hn, ht⟩
    have hd : augDensity N σ = augDensity N ρ :=
      funext fun i => congrArg Complex.re (hn i)
    have he : energy h N K σ = energy h N K ρ := by
      unfold energy
      rw [hd, ht]
    refine isMinOn_iff.mpr fun τ hτ => ?_
    rw [he]
    exact isMinOn_iff.mp hρmin τ hτ
```

## (f) Mixtures of density matrices

**Task.** For \(\rho,\sigma\in\mathcal D\) and \(a,b\ge0\) with \(a+b=1\), show that

\[
a\rho+b\sigma\in\mathcal D .
\]

**Solution.** A real combination of Hermitian matrices is Hermitian. The trace is \(a+b=1\). For every \(x\), the expectation value is \(a\operatorname{Re}(x^\dagger\rho x)+b\operatorname{Re}(x^\dagger\sigma x)\ge0\). The code checks the three conditions in this order.

```lean
/-- The density matrices form a convex set. -/
theorem convex_densityMatrices : Convex ℝ (densityMatrices m) := by
  rintro ρ ⟨h1, h2, h3⟩ σ ⟨k1, k2, k3⟩ a b ha hb hab
  refine ⟨?_, ?_, fun x => ?_⟩
  · unfold Matrix.IsHermitian
    simp [Matrix.conjTranspose_add, Matrix.conjTranspose_smul, h1.eq, k1.eq]
  · rw [Matrix.trace_add, Matrix.trace_smul, Matrix.trace_smul, h2, k2, ← add_smul, hab,
      one_smul]
  · rw [Matrix.add_mulVec, Matrix.smul_mulVec, Matrix.smul_mulVec, dotProduct_add,
      dotProduct_smul, dotProduct_smul, Complex.add_re, Complex.smul_re, Complex.smul_re]
    exact add_nonneg (mul_nonneg ha (h3 x)) (mul_nonneg hb (k3 x))
```

## (g) Hermiticity of the two-level matrices

**Task.** Show that

\[
T(a,b,c)^\dagger=T(a,b,c).
\]

**Solution.** All entries are real and the two off-diagonal entries are equal. The code compares the four entries one by one.

```lean
/-- The matrix `twoLevel a b c` is Hermitian. -/
theorem twoLevel_isHermitian (a b c : ℝ) : (twoLevel a b c).IsHermitian := by
  refine Matrix.IsHermitian.ext fun i j => ?_
  fin_cases i <;> fin_cases j <;> simp [twoLevel]
```

## (h) A family of two-level minimisers

**Task.** Take one density component with \(N=T(1,-1,0)\), and let \(h=N/2\) and \(K=1\). For real \(c\) with \(c^2\le 3/16\), let \(\rho_c=T(\tfrac14,\tfrac34,c)\). Show that

\[
\rho_c\in\mathcal D,\qquad E(\rho_c)\le E(\sigma)\ \text{ for all }\sigma\in\mathcal D .
\]

**Solution.** The matrix is Hermitian by (g) and has trace \(\tfrac14+\tfrac34=1\). For \(x=(x_0,x_1)\), completing the square gives

\[
x^\dagger\rho_c x=\left|\tfrac12x_0+2c\,x_1\right|^2+\left(\tfrac34-4c^2\right)|x_1|^2\ \ge\ 0 .
\]

The density is the population difference \(n=\operatorname{Re}(\sigma_{00}-\sigma_{11})\), and

\[
E=\tfrac12n+\tfrac12n^2=\tfrac12\left(n+\tfrac12\right)^2-\tfrac18 .
\]

This is smallest at \(n=-\tfrac12\), the value for \(\rho_c\). In the code, `form` expands the expectation value and `en` reduces the energy to the populations.

```lean
/-- With diagonal populations 1/4 and 3/4, every real coherence `c` with `c ^ 2 ≤ 3 / 16` gives
a density matrix that minimises the energy with `N = diag(1, -1)`, `h = N / 2` and `K = 1`. -/
theorem twoLevel_minimiser {c : ℝ} (hc : c ^ 2 ≤ 3 / 16) :
    twoLevel (1 / 4) (3 / 4) c ∈ densityMatrices (Fin 2) ∧
    IsMinOn (energy (twoLevel (1 / 2) (-1 / 2) 0) (fun _ : Fin 1 => twoLevel 1 (-1) 0) 1)
      (densityMatrices (Fin 2)) (twoLevel (1 / 4) (3 / 4) c) := by
  have tr : ∀ (a b : ℝ) (σ : Matrix (Fin 2) (Fin 2) ℂ),
      (twoLevel a b 0 * σ).trace.re = a * (σ 0 0).re + b * (σ 1 1).re := by
    intro a b σ
    simp only [Matrix.trace_fin_two, Matrix.mul_apply, Fin.sum_univ_two]
    simp [twoLevel]
  have form : ∀ (a b : ℝ) (x : Fin 2 → ℂ), (star x ⬝ᵥ twoLevel a b c *ᵥ x).re =
      a * ((x 0).re ^ 2 + (x 0).im ^ 2) + b * ((x 1).re ^ 2 + (x 1).im ^ 2)
        + 2 * c * ((x 0).re * (x 1).re + (x 0).im * (x 1).im) := by
    intro a b x
    simp [twoLevel, Matrix.mulVec, dotProduct, Fin.sum_univ_two]
    ring
  refine ⟨⟨twoLevel_isHermitian _ _ _, ?_, fun x => ?_⟩, isMinOn_iff.mpr fun σ _ => ?_⟩
  · rw [Matrix.trace_fin_two]
    change ((1 / 4 : ℝ) : ℂ) + ((3 / 4 : ℝ) : ℂ) = 1
    rw [← Complex.ofReal_add]
    norm_num
  · -- complete the square in the first amplitude
    rw [form]
    have hp : 0 ≤ (3 / 4 - 4 * c ^ 2) * ((x 1).re ^ 2 + (x 1).im ^ 2) :=
      mul_nonneg (by linarith) (by positivity)
    linarith [sq_nonneg ((x 0).re / 2 + 2 * c * (x 1).re),
      sq_nonneg ((x 0).im / 2 + 2 * c * (x 1).im)]
  · have en : ∀ τ : Matrix (Fin 2) (Fin 2) ℂ,
        energy (twoLevel (1 / 2) (-1 / 2) 0) (fun _ : Fin 1 => twoLevel 1 (-1) 0) 1 τ =
          ((τ 0 0).re - (τ 1 1).re) / 2 + ((τ 0 0).re - (τ 1 1).re) ^ 2 / 2 := by
      intro τ
      unfold energy augDensity
      rw [Matrix.one_mulVec]
      simp only [dotProduct, Fin.sum_univ_succ, Fin.sum_univ_zero, tr]
      ring
    have e0 : (twoLevel (1 / 4) (3 / 4) c 0 0).re = 1 / 4 := rfl
    have e1 : (twoLevel (1 / 4) (3 / 4) c 1 1).re = 3 / 4 := rfl
    rw [en, en, e0, e1]
    linarith [sq_nonneg ((σ 0 0).re - (σ 1 1).re + 1 / 2)]
```

## (i) Two different matrices at the minimum

**Task.** In the model of (h), show that \(K\) is positive definite, that \(\rho_{1/4}\) and \(\rho_0\) are both minimisers on \(\mathcal D\), and that

\[
\rho_{1/4}\ne\rho_0 .
\]

**Solution.** For a vector with the single component \(x_0\ne0\), \(x\cdot Kx=x_0^2>0\). Both \(\tfrac1{16}\) and \(0\) are at most \(\tfrac3{16}\), so (h) applies to each matrix. Their off-diagonal entries are \(\tfrac14\) and \(0\), so the matrices differ. Neither \(h\) nor \(N\) responds to the coherence, and the minimum leaves it undetermined.

```lean
/-- Minimisers can differ: for `N = diag(1, -1)`, `h = N / 2` and the positive definite kernel
`K = 1`, two distinct density matrices with coherences 1/4 and 0 both minimise the energy. -/
theorem distinct_minimisers_witness :
    (∀ x : Fin 1 → ℝ, x ≠ 0 → 0 < x ⬝ᵥ (1 : Matrix (Fin 1) (Fin 1) ℝ) *ᵥ x) ∧
    (∀ c ∈ ({1 / 4, 0} : Set ℝ),
      twoLevel (1 / 4) (3 / 4) c ∈ densityMatrices (Fin 2) ∧
      IsMinOn (energy (twoLevel (1 / 2) (-1 / 2) 0) (fun _ : Fin 1 => twoLevel 1 (-1) 0) 1)
        (densityMatrices (Fin 2)) (twoLevel (1 / 4) (3 / 4) c)) ∧
    twoLevel (1 / 4) (3 / 4) (1 / 4) ≠ twoLevel (1 / 4) (3 / 4) 0 := by
  refine ⟨fun x hx => ?_, fun c hc => ?_, fun heq => ?_⟩
  · have hx0 : x 0 ≠ 0 := by
      intro h0
      apply hx
      funext i
      rw [Subsingleton.elim i 0, h0]
      rfl
    rw [Matrix.one_mulVec]
    simp only [dotProduct, Fin.sum_univ_succ, Fin.sum_univ_zero, add_zero]
    exact mul_self_pos.mpr hx0
  · apply twoLevel_minimiser
    rcases hc with hc | hc
    · rw [hc]
      norm_num
    · rw [Set.mem_singleton_iff.mp hc]
      norm_num
  · have h1 : (1 / 4 : ℝ) = 0 :=
      congrArg (fun M : Matrix (Fin 2) (Fin 2) ℂ => (M 0 1).re) heq
    norm_num at h1

end

end AugmentedDensityUniqueness
```

```lean
#print axioms AugmentedDensityUniqueness.minimisers_same_density
#print axioms AugmentedDensityUniqueness.minimiser_iff
#print axioms AugmentedDensityUniqueness.convex_densityMatrices
```

```
'AugmentedDensityUniqueness.minimisers_same_density' depends on axioms: [propext, Classical.choice, Quot.sound]
'AugmentedDensityUniqueness.minimiser_iff' depends on axioms: [propext, Classical.choice, Quot.sound]
'AugmentedDensityUniqueness.convex_densityMatrices' depends on axioms: [propext, Classical.choice, Quot.sound]
```
